# The spectral condition number of a product of invertible matrices is at most the product of their condition numbers

For an invertible complex matrix A of finite size, the condition number is ‖A‖ ‖A⁻¹‖, where ‖·‖ is the spectral norm. The theorem `cond_mul_le` states that the condition number of AB is at most that of A times that of B. Read physically, if two invertible changes of a finite basis are made one after the other, the conditioning of the combined change is bounded by the product of the two; neither matrix need be unitary or Hermitian. The proof writes (AB)⁻¹ as B⁻¹A⁻¹, bounds the norm of each product by the product of the norms, and rearranges the factors.

Lean 4 with Mathlib refuses this proof:

```lean
import Mathlib

open Matrix
open scoped Matrix.Norms.L2Operator

namespace FilteredBasisConditioning

noncomputable section

variable {n : Type*} [Fintype n] [DecidableEq n]

/-- The spectral-norm condition number `‖A‖ ‖A⁻¹‖` of an invertible complex matrix. -/
def cond (A : (Matrix n n ℂ)ˣ) : ℝ :=
  ‖(A : Matrix n n ℂ)‖ * ‖((A⁻¹ : (Matrix n n ℂ)ˣ) : Matrix n n ℂ)‖

/-- The condition number of a product is at most the product of the condition numbers. -/
theorem cond_mul_le (A B : (Matrix n n ℂ)ˣ) : cond (A * B) ≤ cond A * cond B := by
  unfold cond
  rw [mul_inv_rev, Units.val_mul, Units.val_mul]
  calc _ ≤ (‖(A : Matrix n n ℂ)‖ * ‖(B : Matrix n n ℂ)‖) *
        (‖((B⁻¹ : (Matrix n n ℂ)ˣ) : Matrix n n ℂ)‖ *
          ‖((A⁻¹ : (Matrix n n ℂ)ˣ) : Matrix n n ℂ)‖) :=
        mul_le_mul (norm_mul_le _ _) (norm_mul_le _ _) (norm_nonneg _) (by positivity)
    _ = _ := by ring

end

end FilteredBasisConditioning
```

Compiling this gives:

```
Main.lean:19:6: error: Ambiguous term
  mul_inv_rev
Possible interpretations:
  _root_.mul_inv_rev : ∀ (a b : ?m.24), (a * b)⁻¹ = b⁻¹ * a⁻¹
  
  Matrix.mul_inv_rev : ∀ (A B : Matrix ?m.24 ?m.24 ?m.25), (A * B)⁻¹ = B⁻¹ * A⁻¹
Main.lean:17:80: error: unsolved goals
n : Type u_1
inst✝¹ : Fintype n
inst✝ : DecidableEq n
A B : (Matrix n n ℂ)ˣ
⊢ ‖↑(A * B)‖ * ‖↑(A * B)⁻¹‖ ≤ ‖↑A‖ * ‖↑A⁻¹‖ * (‖↑B‖ * ‖↑B⁻¹‖)
```

Diagnosis. The first message says that `mul_inv_rev` can mean two lemmas. Because of `open Matrix`, the short name refers to `Matrix.mul_inv_rev` as well as to `_root_.mul_inv_rev`. `rw` elaborates the name before matching it against the goal, and at that stage both readings are possible, so Lean reports an ambiguity.

The second message follows from the first. The goal it shows still contains `↑(A * B)⁻¹`, just as `unfold cond` left it, so no rewriting has been done.

Here `A` and `B` are units, and the inverse is taken in their group before the result is read as a matrix. That calls for the general lemma, not the one about inverses of matrices. The diff's only change, the prefix `_root_.`, selects it. The inverse then becomes `B⁻¹ * A⁻¹`, and the two uses of `Units.val_mul` turn both products of units into products of matrices, to which the norm bounds in the `calc` block apply.

The change, after which it compiles:

```diff
@@ -17,5 +17,5 @@
 theorem cond_mul_le (A B : (Matrix n n ℂ)ˣ) : cond (A * B) ≤ cond A * cond B := by
   unfold cond
-  rw [mul_inv_rev, Units.val_mul, Units.val_mul]
+  rw [_root_.mul_inv_rev, Units.val_mul, Units.val_mul]
   calc _ ≤ (‖(A : Matrix n n ℂ)‖ * ‖(B : Matrix n n ℂ)‖) *
         (‖((B⁻¹ : (Matrix n n ℂ)ˣ) : Matrix n n ℂ)‖ *
```
